# Removing cubic terms from a polynomial Hamiltonian at a saddle-centre

## Coordinates, bracket and operator

Let $q_1,p_1,q_2,p_2$ be phase-space coordinates and let $F,G$ be complex polynomials in them. The Poisson bracket is

$$\{F,G\}=\sum_{j=1}^{2}\left(\frac{\partial F}{\partial q_j}\frac{\partial G}{\partial p_j}-\frac{\partial F}{\partial p_j}\frac{\partial G}{\partial q_j}\right).$$

For real $a,w$, the quadratic Hamiltonian and its homological operator are

$$S=a\,q_1p_1+iw\,q_2p_2,\qquad DF=\{F,S\}=a(q_1\partial_{q_1}-p_1\partial_{p_1})F+iw(q_2\partial_{q_2}-p_2\partial_{p_2})F.$$

## The saddle and the centre

Let the saddle have position $x$ and momentum $y$, and the centre position $u$ and momentum $v$. Put

$$q_1=\tfrac{y+x}{\sqrt2},\quad p_1=\tfrac{y-x}{\sqrt2},\quad q_2=\tfrac{u-iv}{\sqrt2},\quad p_2=\tfrac{v-iu}{\sqrt2}.$$

This change of coordinates is canonical, because the Jacobian determinants of $(q_1,p_1)$ in $(x,y)$ and of $(q_2,p_2)$ in $(u,v)$ are both 1; the Lean file does not check this. Then $q_1p_1=(y^2-x^2)/2$ and $q_2p_2=-i(u^2+v^2)/2$, so

$$S=\tfrac a2(y^2-x^2)+\tfrac w2(u^2+v^2).$$

The condition $a\neq0$ says that the reactive direction is truly unstable, with rate $|a|$; $w\neq0$ says that the other mode truly oscillates, with frequency $|w|$.

## What is proved

**Bijectivity.** For $a,w\neq0$, $D$ maps the homogeneous polynomials of degree $n$ bijectively onto themselves if and only if $n$ is odd.

**Removal.** For $a,w\neq0$, let $H=S+K+R$, with $K$ homogeneous of degree 3 and $R$ a sum of terms of degree at least 4. Then there is a cubic $W$ with $DW=K$ such that, for every $N\ge1$,

$$\sum_{k=0}^{N}\frac1{k!}\{\cdots\{H,W\},\cdots,W\}=S+(\text{terms of degree}\ge4),$$

where the $k$-th summand has $k$ brackets.

In Lean, `PhasePoly` is the polynomial ring, with variables 0, 1, 2, 3 standing for $q_1,p_1,q_2,p_2$. `homOp` is $D$, `Set.BijOn` expresses bijectivity on the degree-$n$ set, `higher 4` holds the sums of terms of degree at least 4, and `lieTransform W N` is the truncated series.

The setting is one saddle and one centre with a polynomial Hamiltonian. Convergence of the full series is not addressed, nor is whether $W$ is real in the coordinates $x,y,u,v$. In normal-form calculations of reaction rates for this two-mode classical model, the Hamiltonian transformed with this $W$ has no anharmonic terms below degree four.

## Derivation

Each $q\,\partial_q$ counts a power of $q$. On a monomial with exponents $m=(m_0,m_1,m_2,m_3)$, $D$ therefore multiplies by

$$d_m=a(m_0-m_1)+iw(m_2-m_3).$$

Since $a,w\neq0$, the real and imaginary parts vanish together exactly when $m_0=m_1$ and $m_2=m_3$. The degree is then $2m_0+2m_2$, which is even.

- For odd $n$, every $d_m$ is nonzero, and dividing each coefficient by $d_m$ inverts $D$.
- For $n=2k$, $D(q_1p_1)^k=0$, so $D$ is not injective.

Now choose $W$ with $DW=K$. Then $\{S,W\}=-DW=-K$, and the series with $N=1$ is

$$S+K+R-K+\{K+R,W\}=S+R+\{K+R,W\}.$$

A bracket with a cubic differentiates both factors once, so it raises degree $n$ to $(n-1)+2=n+1$. Hence $\{K+R,W\}$ has no terms below degree 4. The $k$-fold bracket of $H$ has no terms below degree $k+2$, so the terms with $k\ge2$ also have degree at least 4.

## A cubic term that survives when $w=0$

Take $w=0$ and the real cubic term $K=(y^2-x^2)u=\sqrt2\,q_1p_1(q_2+ip_2)$. Both of its monomials have divisor $a(1-1)+0=0$, so no $DW$ contains either of them. The cubic part of the transformed Hamiltonian, $K-DW$, keeps both for every cubic $W$. For $a=0$, the real term $x(u^2+v^2)=\sqrt2\,i\,(q_1-p_1)q_2p_2$ survives in the same way.

## The Lean file

```lean
import Mathlib

open MvPolynomial

namespace SaddleCentreNormalForm

noncomputable section

/-- Complex polynomials in the phase-space coordinates `q1, p1, q2, p2`,
numbered 0, 1, 2, 3. -/
abbrev PhasePoly := MvPolynomial (Fin 4) ℂ

/-- The Poisson bracket of two polynomials on phase space. -/
def bracket (F G : PhasePoly) : PhasePoly :=
  (pderiv 0 F * pderiv 1 G - pderiv 1 F * pderiv 0 G) +
    (pderiv 2 F * pderiv 3 G - pderiv 3 F * pderiv 2 G)

/-- The quadratic saddle-centre Hamiltonian `a q1 p1 + i w q2 p2`. -/
def saddleCentre (a w : ℝ) : PhasePoly :=
  C (a : ℂ) * (X 0 * X 1) + C (Complex.I * w) * (X 2 * X 3)

/-- The homological operator `a (q1 ∂/∂q1 - p1 ∂/∂p1) + i w (q2 ∂/∂q2 - p2 ∂/∂p2)`. -/
def homOp (a w : ℝ) (F : PhasePoly) : PhasePoly :=
  C (a : ℂ) * (X 0 * pderiv 0 F - X 1 * pderiv 1 F) +
    C (Complex.I * w) * (X 2 * pderiv 2 F - X 3 * pderiv 3 F)

/-- The divisor `a (m0 - m1) + i w (m2 - m3)` of the monomial with exponents `m`. -/
def divisor (a w : ℝ) (m : Fin 4 →₀ ℕ) : ℂ :=
  a * ((m 0 : ℂ) - m 1) + Complex.I * w * ((m 2 : ℂ) - m 3)

/-- The polynomial obtained from `G` by dividing each coefficient by its divisor; meant for
`G` whose monomials all have nonzero divisor. -/
def generator (a w : ℝ) (G : PhasePoly) : PhasePoly :=
  ∑ m ∈ G.support, monomial m (coeff m G / divisor a w m)

/-- The sums of homogeneous polynomials of degree at least `d`. -/
def higher (d : ℕ) : Submodule ℂ PhasePoly :=
  Submodule.span ℂ {F | ∃ n, d ≤ n ∧ F.IsHomogeneous n}

/-- The Lie series `H + {H,W} + {{H,W},W}/2! + ...` of the canonical transformation generated
by `W`, truncated after the `N`-fold bracket. -/
def lieTransform (W : PhasePoly) (N : ℕ) (H : PhasePoly) : PhasePoly :=
  ∑ k ∈ Finset.range (N + 1), ((k.factorial : ℂ)⁻¹) • (fun F => bracket F W)^[k] H

/-- In position `x` and momentum `y` of the saddle and position `u` and momentum `v` of the
centre, the quadratic Hamiltonian is `a (y² - x²)/2 + w (u² + v²)/2`. -/
theorem saddleCentre_eval (a w x y u v : ℝ) :
    eval ![((y : ℂ) + x) / (√2 : ℝ), ((y : ℂ) - x) / (√2 : ℝ),
      ((u : ℂ) - Complex.I * v) / (√2 : ℝ), ((v : ℂ) - Complex.I * u) / (√2 : ℝ)]
      (saddleCentre a w) =
    (a : ℂ) * ((y : ℂ) ^ 2 - x ^ 2) / 2 + w * ((u : ℂ) ^ 2 + v ^ 2) / 2 := by
  have hs : ((√2 : ℝ) : ℂ) * ((√2 : ℝ) : ℂ) = 2 := by
    rw [← Complex.ofReal_mul, Real.mul_self_sqrt (by norm_num)]
    norm_num
  generalize ((√2 : ℝ) : ℂ) = s at hs ⊢
  have h : ∀ A B : ℂ, A / s * (B / s) = A * B / 2 := fun A B => by
    rw [div_mul_div_comm, hs]
  simp only [saddleCentre, map_add, map_mul, eval_C, eval_X]
  change (a : ℂ) * (((y : ℂ) + x) / s * (((y : ℂ) - x) / s)) +
    Complex.I * w * (((u : ℂ) - Complex.I * v) / s * (((v : ℂ) - Complex.I * u) / s)) = _
  rw [h, h]
  linear_combination ((w : ℂ) / 2 * (Complex.I * u * v - u ^ 2 - v ^ 2)) * Complex.I_sq

/-- The homological operator is the Poisson bracket with the saddle-centre Hamiltonian. -/
theorem bracket_saddleCentre (a w : ℝ) (F : PhasePoly) :
    bracket F (saddleCentre a w) = homOp a w F := by
  have h0 : pderiv 0 (saddleCentre a w) = C (a : ℂ) * X 1 := by
    simp [saddleCentre, pderiv_X]
  have h1 : pderiv 1 (saddleCentre a w) = C (a : ℂ) * X 0 := by
    simp [saddleCentre, pderiv_X]
  have h2 : pderiv 2 (saddleCentre a w) = C (Complex.I * w) * X 3 := by
    simp [saddleCentre, pderiv_X]
  have h3 : pderiv 3 (saddleCentre a w) = C (Complex.I * w) * X 2 := by
    simp [saddleCentre, pderiv_X]
  simp only [bracket, h0, h1, h2, h3, homOp]
  ring

/-- The homological operator multiplies the coefficient of each monomial by its divisor. -/
theorem coeff_homOp (a w : ℝ) (F : PhasePoly) (m : Fin 4 →₀ ℕ) :
    coeff m (homOp a w F) = divisor a w m * coeff m F := by
  -- each `x ∂/∂x` counts the power of `x`
  have count : ∀ i, coeff m (X i * pderiv i F) = (m i : ℂ) * coeff m F := by
    intro i
    refine MvPolynomial.induction_on' F (fun u r => ?_) (fun p q hp hq => ?_)
    · rw [X_mul_pderiv_monomial, coeff_smul, coeff_monomial]
      by_cases h : u = m
      · simp [h]
      · simp [h]
    · simp only [map_add, mul_add, coeff_add, hp, hq]
  simp only [homOp, coeff_add, coeff_C_mul, coeff_sub, count, divisor]
  ring

/-- For nonzero `a` and `w`, a divisor vanishes exactly when `q1, p1` occur to equal powers
and `q2, p2` occur to equal powers. -/
theorem divisor_eq_zero_iff {a w : ℝ} (ha : a ≠ 0) (hw : w ≠ 0) (m : Fin 4 →₀ ℕ) :
    divisor a w m = 0 ↔ m 0 = m 1 ∧ m 2 = m 3 := by
  have key : divisor a w m = ⟨a * ((m 0 : ℝ) - m 1), w * ((m 2 : ℝ) - m 3)⟩ := by
    apply Complex.ext <;> simp [divisor]
  rw [key, Complex.ext_iff]
  simp only [Complex.zero_re, Complex.zero_im, mul_eq_zero, ha, hw, false_or, sub_eq_zero,
    Nat.cast_inj]

/-- A polynomial is homogeneous of degree `n` exactly when the exponents of each of its
monomials add up to `n`. -/
theorem isHomogeneous_iff (F : PhasePoly) (n : ℕ) :
    F.IsHomogeneous n ↔ ∀ m, coeff m F ≠ 0 → m 0 + m 1 + m 2 + m 3 = n := by
  have hwt : ∀ m : Fin 4 →₀ ℕ,
      Finsupp.weight (1 : Fin 4 → ℕ) m = m 0 + m 1 + m 2 + m 3 := fun m => by
    rw [Finsupp.weight_apply, Finsupp.sum_fintype _ _ (by simp)]
    simp [Fin.sum_univ_four]
  exact ⟨fun h m hm => (hwt m).symm.trans (h hm), fun h m hm => (hwt m).trans (h m hm)⟩

/-- For nonzero `a` and `w`, the homological operator is bijective on the homogeneous
polynomials of degree `n` if and only if `n` is odd. -/
theorem homOp_bijOn_iff_odd {a w : ℝ} (ha : a ≠ 0) (hw : w ≠ 0) (n : ℕ) :
    Set.BijOn (homOp a w) {F | F.IsHomogeneous n} {F | F.IsHomogeneous n} ↔ Odd n := by
  constructor
  · intro h
    by_contra hn
    obtain ⟨k, rfl⟩ := Nat.not_odd_iff_even.mp hn
    -- in even degree `(q1 p1)^k` is annihilated
    obtain ⟨s, h0, h1, h2, h3⟩ : ∃ s : Fin 4 →₀ ℕ, s 0 = k ∧ s 1 = k ∧ s 2 = 0 ∧ s 3 = 0 :=
      ⟨Finsupp.single 0 k + Finsupp.single 1 k, by simp [Finsupp.single_apply]⟩
    have hom : (monomial s (1 : ℂ)).IsHomogeneous (k + k) := by
      rw [isHomogeneous_iff]
      intro m hm
      have e : s = m := by
        by_contra e
        exact hm (by rw [coeff_monomial, if_neg e])
      rw [← e]
      omega
    have hz : homOp a w (monomial s 1) = homOp a w 0 := by
      ext m
      rw [coeff_homOp, coeff_homOp, coeff_zero, mul_zero, coeff_monomial]
      split_ifs with e
      · rw [← e, (divisor_eq_zero_iff ha hw s).2 ⟨by omega, by omega⟩, zero_mul]
      · rw [mul_zero]
    have := congrArg (coeff s) (h.injOn hom (isHomogeneous_zero _ _ _) hz)
    simp at this
  · rintro ⟨j, hj⟩
    -- in odd degree no monomial has a vanishing divisor
    have nonres : ∀ F : PhasePoly, F.IsHomogeneous n → ∀ m, divisor a w m = 0 →
        coeff m F = 0 := by
      intro F hF m hm
      by_contra hc
      have h1 := (isHomogeneous_iff F n).1 hF m hc
      have h2 := (divisor_eq_zero_iff ha hw m).1 hm
      omega
    refine ⟨fun F hF => ?_, fun F hF G hG h => ?_, fun G hG => ?_⟩
    · refine (isHomogeneous_iff _ n).2 fun m hm => (isHomogeneous_iff F n).1 hF m fun h => hm ?_
      rw [coeff_homOp, h, mul_zero]
    · ext m
      by_cases hd : divisor a w m = 0
      · rw [nonres F hF m hd, nonres G hG m hd]
      · exact mul_left_cancel₀ hd (by rw [← coeff_homOp, ← coeff_homOp, h])
    · have hc : ∀ m, coeff m (generator a w G) = coeff m G / divisor a w m := by
        intro m
        simp only [generator, coeff_sum, coeff_monomial, Finset.sum_ite_eq']
        split_ifs with h
        · rfl
        · rw [notMem_support_iff.mp h, zero_div]
      refine ⟨generator a w G, (isHomogeneous_iff _ n).2 fun m hm =>
        (isHomogeneous_iff G n).1 hG m fun h => hm (by rw [hc, h, zero_div]), ?_⟩
      ext m
      rw [coeff_homOp, hc]
      by_cases hd : divisor a w m = 0
      · rw [nonres G hG m hd, hd, zero_mul]
      · field_simp

/-- For `d ≥ 1`, the bracket with a homogeneous cubic takes a sum of terms of degree at least `d` to
a sum of terms of degree at least `d + 1`. -/
theorem bracket_mem_higher {d : ℕ} (hd : 1 ≤ d) {F W : PhasePoly} (hW : W.IsHomogeneous 3)
    (hF : F ∈ higher d) : bracket F W ∈ higher (d + 1) := by
  unfold higher at hF
  induction hF using Submodule.span_induction with
  | mem F h =>
    obtain ⟨n, hn, hF⟩ := h
    have e : ∀ i j, (pderiv i F * pderiv j W).IsHomogeneous (n + 1) := fun i j => by
      have h := (hF.pderiv (i := i)).mul (hW.pderiv (i := j))
      convert h using 1
      omega
    exact Submodule.subset_span
      ⟨n + 1, by omega, ((e 0 1).sub (e 1 0)).add ((e 2 3).sub (e 3 2))⟩
  | zero => simp [bracket]
  | add F G _ _ hF hG =>
    have e : bracket (F + G) W = bracket F W + bracket G W := by
      simp only [bracket, map_add]
      ring
    rw [e]
    exact add_mem hF hG
  | smul c F _ hF =>
    have e : bracket (c • F) W = c • bracket F W := by
      simp only [bracket, Derivation.map_smul, smul_mul_assoc, smul_sub, smul_add]
    rw [e]
    exact Submodule.smul_mem _ _ hF

/-- For nonzero `a` and `w`, any cubic term `K` at a saddle-centre is removed by a cubic generator
`W`: if the remaining terms `R` have degree at least four, the Lie series of the full Hamiltonian,
truncated at any order `N ≥ 1`, leaves the quadratic Hamiltonian plus terms of degree at least four.
-/
theorem cubic_terms_removable {a w : ℝ} (ha : a ≠ 0) (hw : w ≠ 0) {K R : PhasePoly}
    (hK : K.IsHomogeneous 3) (hR : R ∈ higher 4) :
    ∃ W : PhasePoly, W.IsHomogeneous 3 ∧ homOp a w W = K ∧ ∀ N, 1 ≤ N →
      lieTransform W N (saddleCentre a w + K + R) - saddleCentre a w ∈ higher 4 := by
  obtain ⟨W, hW, hWK⟩ := ((homOp_bijOn_iff_odd ha hw 3).2 (by decide)).surjOn hK
  refine ⟨W, hW, hWK, fun N hN => ?_⟩
  have mono : ∀ {d e : ℕ}, d ≤ e → higher e ≤ higher d := fun h =>
    Submodule.span_mono (by rintro F ⟨n, hn, hF⟩; exact ⟨n, h.trans hn, hF⟩)
  have hS : saddleCentre a w ∈ higher 2 := Submodule.subset_span ⟨2, le_rfl,
    (((isHomogeneous_X ℂ 0).mul (isHomogeneous_X ℂ 1)).C_mul _).add
      (((isHomogeneous_X ℂ 2).mul (isHomogeneous_X ℂ 3)).C_mul _)⟩
  have hK3 : K ∈ higher 3 := Submodule.subset_span ⟨3, le_rfl, hK⟩
  -- the k-fold bracket has no terms below degree k + 2
  have iter : ∀ k, (fun F => bracket F W)^[k] (saddleCentre a w + K + R) ∈ higher (k + 2) := by
    intro k
    induction k with
    | zero => exact add_mem (add_mem hS (mono (by omega) hK3)) (mono (by omega) hR)
    | succ k ih =>
      rw [Function.iterate_succ_apply']
      exact mono (by omega) (bracket_mem_higher (by omega) hW ih)
  induction N, hN using Nat.le_induction with
  | base =>
    -- the first bracket cancels `K`
    have e : lieTransform W 1 (saddleCentre a w + K + R) - saddleCentre a w =
        R + bracket (K + R) W := by
      have hb := bracket_saddleCentre a w W
      rw [hWK] at hb
      rw [show lieTransform W 1 (saddleCentre a w + K + R) = (saddleCentre a w + K + R) +
        bracket (saddleCentre a w + K + R) W by simp [lieTransform, Finset.sum_range_succ]]
      simp only [bracket, map_add] at hb ⊢
      linear_combination (-1 : PhasePoly) * hb
    rw [e]
    exact add_mem hR (bracket_mem_higher (by omega) hW (add_mem hK3 (mono (by omega) hR)))
  | succ N hN ih =>
    rw [lieTransform, Finset.sum_range_succ, add_sub_right_comm]
    exact add_mem ih (Submodule.smul_mem _ _ (mono (by omega) (iter (N + 1))))

end

end SaddleCentreNormalForm
```

```lean
#print axioms SaddleCentreNormalForm.saddleCentre_eval
#print axioms SaddleCentreNormalForm.cubic_terms_removable
```

```
'SaddleCentreNormalForm.saddleCentre_eval' depends on axioms: [propext, Classical.choice, Quot.sound]
'SaddleCentreNormalForm.cubic_terms_removable' depends on axioms: [propext, Classical.choice, Quot.sound]
```

## How the lemmas fit together

`saddleCentre_eval` checks the formula for $S$ in the coordinates $x,y,u,v$, and `bracket_saddleCentre` identifies $D$ with the bracket. `coeff_homOp` proves the multiplication rule by induction on polynomials, and `divisor_eq_zero_iff` compares real and imaginary parts. `isHomogeneous_iff` turns homogeneity into a sum of exponents.

In `homOp_bijOn_iff_odd`, the even case uses the monomial $(q_1p_1)^k$. In the odd case, `nonres` uses `omega` to rule out zero divisors by parity; injectivity then cancels $d_m$, and `generator` supplies the preimage.

`bracket_mem_higher` is the degree count, extended from homogeneous terms to their sums by linearity. `cubic_terms_removable` takes $W$ from surjectivity and proceeds by induction on $N$: the base case is the cancellation of $K$, done by `linear_combination`, and each further step adds one bracket term, whose degree is controlled by `iter`.
